# For a spin n/2, the double commutator [Jx, [Jx, Jz]] equals Jz

For every natural number `n`, `double_commutator` states that the spin-`n/2` matrices, in units with ħ = 1, satisfy [Jx, [Jx, Jz]] = Jz. The same matrices describe one particle on a finite open chain of `n + 1` sites: Jx is a nearest-neighbour hopping Hamiltonian with couplings √((k+1)(n−k))/2, and Jz is diagonal with entries n/2 − k. The proof compares the two sides entry by entry, using `Jx_action` to reduce the sum over sites to the neighbours of site `j`. On the diagonal there should remain a difference of squared couplings, which `hsq` evaluates; off the diagonal everything should vanish.

The failing Lean file:

```lean
import Mathlib

open Matrix

namespace SpinChainMirror

noncomputable section

/-- Operators on the one-particle states of a chain of `n + 1` sites, or on a spin `n/2`. -/
abbrev Op (n : ℕ) := Matrix (Fin (n + 1)) (Fin (n + 1)) ℂ

/-- The coupling between the sites `k` and `k + 1`. -/
def hop (n k : ℕ) : ℝ := Real.sqrt (((k : ℝ) + 1) * ((n : ℝ) - k)) / 2

/-- The spin `n/2` matrix `Jx`, which is a nearest-neighbour hopping Hamiltonian. -/
def Jx (n : ℕ) : Op n := Matrix.of fun j k =>
  (if (k : ℕ) = (j : ℕ) + 1 then (hop n j : ℂ) else 0) +
    (if (j : ℕ) = (k : ℕ) + 1 then (hop n k : ℂ) else 0)

/-- The spin `n/2` matrix `Jz`, diagonal with entries `n/2 - k`. -/
def Jz (n : ℕ) : Op n := Matrix.diagonal fun k => (n : ℂ) / 2 - ((k : ℕ) : ℂ)

/-- Row `j` of `Jx`, summed against `g`, leaves only a term in `g (j + 1)` and, for `j ≠ 0`, a term
in `g (j - 1)`. -/
theorem Jx_action {n : ℕ} (j : Fin (n + 1)) (g : ℕ → ℂ) :
    ∑ l : Fin (n + 1), Jx n j l * g l = (hop n j : ℂ) * g ((j : ℕ) + 1) +
      (if (j : ℕ) = 0 then 0 else (hop n ((j : ℕ) - 1) : ℂ) * g ((j : ℕ) - 1)) := by
  have hj : (j : ℕ) ≤ n := Nat.lt_succ_iff.mp j.isLt
  have h1 : ∑ l : Fin (n + 1), Jx n j l * g l = ∑ l ∈ Finset.range (n + 1),
      ((if l = (j : ℕ) + 1 then (hop n j : ℂ) else 0) +
        (if (j : ℕ) = l + 1 then (hop n l : ℂ) else 0)) * g l := by
    rw [Finset.sum_range]
    rfl
  rw [h1]
  generalize (j : ℕ) = m at hj ⊢
  simp only [add_mul, Finset.sum_add_distrib, ite_mul, zero_mul]
  congr 1
  · rw [Finset.sum_ite_eq']
    split_ifs with h
    · rfl
    · -- the coupling beyond the last site vanishes
      rw [Finset.mem_range] at h
      have hm : m = n := by omega
      simp [hop, hm]
  · cases m with
    | zero => simp
    | succ i =>
      have hi : i < n + 1 := by omega
      simp [Finset.sum_ite_eq, hi]

/-- The double commutator `[Jx, [Jx, Jz]]` equals `Jz`. -/
theorem double_commutator (n : ℕ) :
    Jx n * (Jx n * Jz n - Jz n * Jx n) - (Jx n * Jz n - Jz n * Jx n) * Jx n = Jz n := by
  have hsq : ∀ k : ℕ, k ≤ n → (hop n k : ℂ) ^ 2 = ((k : ℂ) + 1) * ((n : ℂ) - k) / 4 := by
    intro k hk
    have h : (0 : ℝ) ≤ ((k : ℝ) + 1) * ((n : ℝ) - k) :=
      mul_nonneg (by positivity) (sub_nonneg.2 (by exact_mod_cast hk))
    have h2 : hop n k ^ 2 = ((k : ℝ) + 1) * ((n : ℝ) - k) / 4 := by
      rw [hop, div_pow, Real.sq_sqrt h]; norm_num
    rw [← Complex.ofReal_pow, h2]
    push_cast
    ring
  have hC : ∀ a b : Fin (n + 1), (Jx n * Jz n - Jz n * Jx n) a b =
      Jx n a b * (((a : ℕ) : ℂ) - ((b : ℕ) : ℂ)) := by
    intro a b
    rw [Matrix.sub_apply, Jz, Matrix.mul_diagonal, Matrix.diagonal_mul]
    ring
  ext j k
  rw [Matrix.sub_apply, Matrix.mul_apply, Matrix.mul_apply, ← Finset.sum_sub_distrib]
  simp only [hC]
  refine (Finset.sum_congr rfl fun l _ => ?_).trans ((Jx_action j (fun l : ℕ =>
    ((if (k : ℕ) = l + 1 then (hop n l : ℂ) else 0) +
      (if l = (k : ℕ) + 1 then (hop n k : ℂ) else 0)) *
        (2 * (l : ℂ) - ((j : ℕ) : ℂ) - ((k : ℕ) : ℂ)))).trans ?_)
  · simp only [Jx, Matrix.of_apply]
    ring
  have hj : (j : ℕ) ≤ n := Nat.lt_succ_iff.mp j.isLt
  rcases eq_or_ne j k with rfl | h
  · -- diagonal entries: difference of two neighbouring squared couplings
    rw [Jz, Matrix.diagonal_apply_eq]
    beta_reduce
    generalize (j : ℕ) = m at hj ⊢
    have h0 := hsq m hj
    cases m with
    | zero =>
      split_ifs <;> first
        | omega
        | (push_cast at h0 ⊢; linear_combination 2 * h0)
    | succ i =>
      have h1 := hsq i (by omega)
      simp only [Nat.add_sub_cancel]
      split_ifs <;> first
        | omega
        | (push_cast at h0 h1 ⊢; linear_combination 2 * h0 - 2 * h1)
  · -- off the diagonal every contribution has weight zero
    have hv : (j : ℕ) ≠ (k : ℕ) := fun e => h (Fin.ext e)
    rw [Jz, Matrix.diagonal_apply_ne _ h]
    beta_reduce
    generalize (j : ℕ) = a at hv ⊢
    generalize (k : ℕ) = b at hv ⊢
    cases a with
    | zero => split_ifs <;> first | omega | (subst_vars; push_cast; ring)
    | succ i =>
      simp only [Nat.add_sub_cancel]
      split_ifs <;> first | omega | (subst_vars; push_cast; ring)

end

end SpinChainMirror
```

Messages:

```
Main.lean:88:30: error: ring failed, ring expressions not equal
n : ℕ
hsq : ∀ k ≤ n, ↑(hop n k) ^ 2 = (↑k + 1) * (↑n - ↑k) / 4
hC : ∀ (a b : Fin (n + 1)), (Jx n * Jz n - Jz n * Jx n) a b = Jx n a b * (↑↑a - ↑↑b)
j : Fin (n + 1)
hj : 0 ≤ n
h✝³ : ¬0 = 0 + 1 + 1
h✝² : False
h✝¹ : 0 + 1 = 0 + 1
h✝ : 0 = 0
h0 : ↑(hop n 0) ^ 2 = (0 + 1) * (↑n - 0) / 4
⊢ ↑(hop n 0) * ↑(hop n 1) * 2 = 0
Main.lean:94:33: error: ring failed, ring expressions not equal
n : ℕ
hsq : ∀ k ≤ n, ↑(hop n k) ^ 2 = (↑k + 1) * (↑n - ↑k) / 4
hC : ∀ (a b : Fin (n + 1)), (Jx n * Jz n - Jz n * Jx n) a b = Jx n a b * (↑↑a - ↑↑b)
j : Fin (n + 1)
i : ℕ
hj : i + 1 ≤ n
h1 : ↑(hop n i) ^ 2 = (↑i + 1) * (↑n - ↑i) / 4
h✝¹ : ¬i + 1 = i + 1 + 1 + 1
h✝ : False
h0 : ↑(hop n (i + 1)) ^ 2 = (↑i + 1 + 1) * (↑n - (↑i + 1)) / 4
⊢ ↑(hop n i) ^ 2 * 2 = 0
```

Diagnosis. Both errors are on the diagonal, one for site `0` and one for a site `i + 1`, and both are in cases that cannot occur. Among the cases `split_ifs` leaves are some where an impossible condition, already reduced to `False`, is assumed true. The leftover terms show which: in the first error it is `0 = 0 + 1 + 1`, which lets in a stray product of two couplings, and in the second it is `i + 1 = 0`, which drops the squared coupling to the left-hand neighbour.

Such a case follows at once from the hypothesis `False`, but `omega` did not use it, and the other hypotheses are consistent arithmetic. So `first` went on to `linear_combination`, whose closing `ring` check was left with an equation that is not an identity.

The added `contradiction` looks for just such a hypothesis and closes these cases before the algebra is tried. The true cases still reach `linear_combination` as before. Removing the two `beta_reduce` lines is mere tidying.

As a diff, the version that Lean accepts:

```diff
@@ -79,5 +79,4 @@
   · -- diagonal entries: difference of two neighbouring squared couplings
     rw [Jz, Matrix.diagonal_apply_eq]
-    beta_reduce
     generalize (j : ℕ) = m at hj ⊢
     have h0 := hsq m hj
@@ -85,4 +84,5 @@
     | zero =>
       split_ifs <;> first
+        | contradiction
         | omega
         | (push_cast at h0 ⊢; linear_combination 2 * h0)
@@ -91,4 +91,5 @@
       simp only [Nat.add_sub_cancel]
       split_ifs <;> first
+        | contradiction
         | omega
         | (push_cast at h0 h1 ⊢; linear_combination 2 * h0 - 2 * h1)
@@ -96,5 +97,4 @@
     have hv : (j : ℕ) ≠ (k : ℕ) := fun e => h (Fin.ext e)
     rw [Jz, Matrix.diagonal_apply_ne _ h]
-    beta_reduce
     generalize (j : ℕ) = a at hv ⊢
     generalize (k : ℕ) = b at hv ⊢
```
